# A Hahn echo reduces dephasing from exponentially correlated Gaussian noise, but not from every Gaussian noise

## Does a positive difference for one covariance settle the matter?

To compare how much a spin's transverse magnetisation dephases with and without a Hahn echo, I represent its fluctuating precession frequency by a covariance alone. I take zero-mean Gaussian noise with covariance $e^{-|t-u|/c}$, where $c>0$ is the correlation time, and let the spin evolve for a total time $T>0$. The free-decay exponent minus the echo exponent comes out as

$$2c^2\left(1-e^{-T/(2c)}\right)^2,$$

which is positive. I was about to conclude that refocusing always reduces dephasing when the noise is Gaussian. But I used the exponential covariance to get there, and "Gaussian" says nothing about the shape of the covariance. Is the conclusion safe?

## The correlation between the two halves decides

The modelling choice that matters is to let the noise enter through a general covariance $C(t,u)$ and to fix its shape only afterwards. Your formula is then correct, and the general conclusion is false: there is an admissible Gaussian covariance, and a total time, for which free evolution ends with no loss of coherence and the echo ends with a large one.

Let $s(t)$ be the sign with which the pulse sequence counts the frequency at time $t$. The accumulated phase is $\phi=\int_0^T s(t)\,\omega(t)\,dt$, where $\omega$ is the frequency deviation. For zero-mean Gaussian noise the coherence is multiplied by $\langle e^{i\phi}\rangle=e^{-\chi}$, with

$$\chi=\frac12\int_0^T\!\!\int_0^T s(t)\,s(u)\,C(t,u)\,du\,dt .$$

Free decay has $s=1$ throughout. The echo has $s=1$ up to $h=T/2$ and $s=-1$ afterwards.

**Any continuous covariance.** Split the square $[0,T]^2$ at $h$ in both variables, and write $B_{ij}$ for the integral of $C$ with $t$ in half $i$ and $u$ in half $j$. Then

$$\chi_{\rm free}=\tfrac12(B_{11}+B_{12}+B_{21}+B_{22}),\qquad
\chi_{\rm echo}=\tfrac12(B_{11}-B_{12}-B_{21}+B_{22}),$$

and therefore

$$\chi_{\rm free}-\chi_{\rm echo}=B_{12}+B_{21}.$$

The echo helps when this sum is positive and harms when it is negative. A covariance that is nowhere negative can't make the echo worse than free decay.

**Exponential correlations.** For $t\le h\le u$ we have $|t-u|=(h-t)+(u-h)$, so the covariance factorises:

$$B_{12}=\int_0^h e^{(t-h)/c}\,dt\int_h^T e^{-(u-h)/c}\,du
=\left[c\left(1-e^{-h/c}\right)\right]^2 .$$

Exchanging the roles of $t$ and $u$ gives the same value for $B_{21}$. With $h=T/2$, the sum is your formula. It vanishes at $T=0$ and is positive for $T>0$.

**Oscillating correlations.** Take $C(t,u)=\cos(t-u)$. This is symmetric, and for any real weights $x_i$ and times $t_i$,

$$\sum_{i,j}x_ix_j\cos(t_i-t_j)=\Big(\sum_i x_i\cos t_i\Big)^2+\Big(\sum_i x_i\sin t_i\Big)^2\ge 0,$$

so it is a legitimate Gaussian covariance. It belongs to $\omega(t)=a\cos t+b\sin t$ with independent standard normal amplitudes $a$ and $b$.

Let $T=2\pi$, one full period. The integral of $\cos(t-u)$ over $u$ from $0$ to $2\pi$ is zero for every $t$, so $\chi_{\rm free}=0$. For the cross blocks,

$$B_{12}=\int_0^\pi(-2\sin t)\,dt=-4,\qquad
B_{21}=\int_\pi^{2\pi}2\sin t\,dt=-4 .$$

Hence $0-\chi_{\rm echo}=-8$, and the echo exponent is $8$. In physical terms, the phase gained in the first half is undone by the second half if the spin is left alone. The refocusing pulse turns that cancellation into an addition.

### What the Lean statements say

`dephasing C s T` is the exponent $\chi$, not a decay rate or a coherence. Here `T` is the total evolution time, with the pulse at `T / 2`; it isn't a relaxation time. `freeDecay` and `hahnEcho T` are the two sign functions, and the value at the switching instant itself is fixed as $+1$.

`expCov c` has unit variance, so a frequency variance $\sigma^2$ multiplies every exponent by $\sigma^2$. `cosCov` oscillates at unit angular frequency, which sets the unit of time in the counterexample.

- `free_sub_echo` is the block identity, for every jointly continuous `C` and `T ≥ 0`. It requires neither symmetry nor positivity of `C`. Continuity leaves out ideal white noise, whose covariance is a delta function.
- `free_sub_echo_exp` is your formula for `c > 0` and `T ≥ 0`, and `echo_lt_free_exp` is the strict inequality for `T > 0`.
- `cosCov_posSemidef` states the positivity of the cosine covariance on every finite list of times, repeated times and the empty list included.
- `echo_can_increase_dephasing` gives the exponents $0$ and $8$ at total time $2\pi$.

No random process appears in these statements. The step from them to a measured signal is the identification of $e^{-\chi}$ with the remaining coherence, which rests on the Gaussian average above, on pure dephasing by classical noise with no energy relaxation, and, for the echo, on a perfect, instantaneous pulse. Under the same assumptions, $e^{-\chi}$ is also the factor that multiplies the magnitude of the off-diagonal density-matrix element of a two-level quantum system.

```lean
import Mathlib

open intervalIntegral
open MeasureTheory (volume setIntegral_congr_fun)

namespace HahnEchoDephasing

noncomputable section

/-- The dephasing exponent at time `T`: half the double integral of the frequency covariance `C`,
weighted by the sign function `s` of the pulse sequence. -/
def dephasing (C : ℝ → ℝ → ℝ) (s : ℝ → ℝ) (T : ℝ) : ℝ :=
  (∫ t in (0 : ℝ)..T, ∫ u in (0 : ℝ)..T, s t * s u * C t u) / 2

/-- Free decay: the sign function is constantly one. -/
def freeDecay (_ : ℝ) : ℝ := 1

/-- Hahn echo: the sign function is `1` up to `T / 2` and `-1` afterwards. -/
def hahnEcho (T t : ℝ) : ℝ := if t ≤ T / 2 then 1 else -1

/-- Exponentially correlated frequency noise of unit variance and correlation time `c`,
for `c > 0`. -/
def expCov (c t u : ℝ) : ℝ := Real.exp (-|t - u| / c)

/-- The covariance `cos (t - u)` of noise oscillating at unit angular frequency. -/
def cosCov (t u : ℝ) : ℝ := Real.cos (t - u)

/-- For `T ≥ 0`, the echo sequence integrates a continuous signal to its first-half integral minus
its second-half integral. -/
theorem integral_hahnEcho_mul {T : ℝ} (hT : 0 ≤ T) {f : ℝ → ℝ} (hf : Continuous f) :
    ∫ t in (0 : ℝ)..T, hahnEcho T t * f t =
      (∫ t in (0 : ℝ)..(T / 2), f t) - ∫ t in (T / 2)..T, f t := by
  -- a stretch of time on which the sign is constant
  have piece : ∀ a b σ : ℝ, a ≤ b → (∀ t ∈ Set.Ioc a b, hahnEcho T t = σ) →
      IntervalIntegrable (fun t => hahnEcho T t * f t) volume a b ∧
        ∫ t in a..b, hahnEcho T t * f t = σ * ∫ t in a..b, f t := by
    intro a b σ hab h
    have hg : Continuous fun t => σ * f t := continuous_const.mul hf
    have e : Set.EqOn (fun t => σ * f t) (fun t => hahnEcho T t * f t) (Set.Ioc a b) :=
      fun t ht => by simp only [h t ht]
    constructor
    · exact (intervalIntegrable_iff_integrableOn_Ioc_of_le hab).2
        (((intervalIntegrable_iff_integrableOn_Ioc_of_le hab).1
          (hg.intervalIntegrable _ _)).congr_fun e measurableSet_Ioc)
    · rw [← integral_const_mul, integral_of_le hab, integral_of_le hab]
      exact (setIntegral_congr_fun measurableSet_Ioc e).symm
  obtain ⟨i1, j1⟩ := piece 0 (T / 2) 1 (by linarith) fun t ht => if_pos ht.2
  obtain ⟨i2, j2⟩ := piece (T / 2) T (-1) (by linarith) fun t ht => if_neg (not_le.mpr ht.1)
  rw [← integral_add_adjacent_intervals i1 i2, j1, j2]
  ring

/-- For a continuous covariance and `T ≥ 0`, the free exponent minus the echo exponent is the sum
of the two cross-correlation integrals between the halves of the evolution. -/
theorem free_sub_echo {C : ℝ → ℝ → ℝ} (hC : Continuous (Function.uncurry C))
    {T : ℝ} (hT : 0 ≤ T) :
    dephasing C freeDecay T - dephasing C (hahnEcho T) T =
      (∫ t in (0 : ℝ)..(T / 2), ∫ u in (T / 2)..T, C t u) +
        ∫ t in (T / 2)..T, ∫ u in (0 : ℝ)..(T / 2), C t u := by
  have ii : ∀ {f : ℝ → ℝ}, Continuous f → ∀ a b, IntervalIntegrable f volume a b :=
    fun hf a b => hf.intervalIntegrable a b
  have hc : ∀ t, Continuous (C t) := fun t =>
    hC.comp (by fun_prop : Continuous fun u : ℝ => (t, u))
  have hA : ∀ a b : ℝ, Continuous fun t => ∫ u in a..b, C t u := fun a b =>
    continuous_parametric_intervalIntegral_of_continuous' hC a b
  -- the outer integral, for the two half-time inner integrals `P` and `Q`
  have key : ∀ P Q : ℝ → ℝ, Continuous P → Continuous Q →
      (∫ t in (0 : ℝ)..T, (P t + Q t)) - (∫ t in (0 : ℝ)..T, hahnEcho T t * (P t - Q t)) =
        2 * ((∫ t in (0 : ℝ)..(T / 2), Q t) + ∫ t in (T / 2)..T, P t) := by
    intro P Q hP hQ
    have h : ∫ t in (0 : ℝ)..T, hahnEcho T t * (P t - Q t) =
        (∫ t in (0 : ℝ)..(T / 2), (P t - Q t)) - ∫ t in (T / 2)..T, (P t - Q t) :=
      integral_hahnEcho_mul hT (hP.sub hQ)
    have hp := integral_add_adjacent_intervals (ii hP 0 (T / 2)) (ii hP (T / 2) T)
    have hq := integral_add_adjacent_intervals (ii hQ 0 (T / 2)) (ii hQ (T / 2) T)
    rw [h, integral_sub (ii hP _ _) (ii hQ _ _), integral_sub (ii hP _ _) (ii hQ _ _),
      integral_add (ii hP _ _) (ii hQ _ _)]
    linarith
  have hf : ∀ t, ∫ u in (0 : ℝ)..T, freeDecay t * freeDecay u * C t u =
      (∫ u in (0 : ℝ)..(T / 2), C t u) + ∫ u in (T / 2)..T, C t u := by
    intro t
    simp only [freeDecay, one_mul]
    exact (integral_add_adjacent_intervals (ii (hc t) _ _) (ii (hc t) _ _)).symm
  have he : ∀ t, ∫ u in (0 : ℝ)..T, hahnEcho T t * hahnEcho T u * C t u =
      hahnEcho T t * ((∫ u in (0 : ℝ)..(T / 2), C t u) - ∫ u in (T / 2)..T, C t u) := by
    intro t
    rw [← integral_hahnEcho_mul hT (hc t), ← integral_const_mul]
    simp only [mul_assoc]
  have k := key _ _ (hA 0 (T / 2)) (hA (T / 2) T)
  unfold dephasing
  simp only [hf, he]
  linarith

/-- The integral of an exponential with nonzero time constant `k`, of either sign. -/
theorem integral_exp_shift {k : ℝ} (hk : k ≠ 0) (a b d : ℝ) :
    ∫ x in a..b, Real.exp ((x - d) / k) =
      k * (Real.exp ((b - d) / k) - Real.exp ((a - d) / k)) := by
  have h : ∀ x ∈ Set.uIcc a b, HasDerivAt (fun x => k * Real.exp ((x - d) / k))
      (Real.exp ((x - d) / k)) x := fun x _ =>
    ((((hasDerivAt_id' x).sub_const d).div_const k).exp.const_mul k).congr_deriv
      (by field_simp)
  rw [integral_eq_sub_of_hasDerivAt h (Continuous.intervalIntegrable (by fun_prop) _ _)]
  ring

/-- For exponentially correlated noise with `c > 0` and `T ≥ 0`, the echo lowers the dephasing
exponent by `2 c² (1 - exp (-T / (2 c)))²`. -/
theorem free_sub_echo_exp {c T : ℝ} (hc : 0 < c) (hT : 0 ≤ T) :
    dephasing (expCov c) freeDecay T - dephasing (expCov c) (hahnEcho T) T =
      2 * c ^ 2 * (1 - Real.exp (-T / (2 * c))) ^ 2 := by
  have hC : Continuous (Function.uncurry (expCov c)) := by
    change Continuous fun p : ℝ × ℝ => Real.exp (-|p.1 - p.2| / c)
    fun_prop
  have h0 : 0 ≤ T / 2 := by linarith
  have h1 : T / 2 ≤ T := by linarith
  have e1 : (0 - T / 2) / c = -T / (2 * c) := by ring
  have e2 : (T - T / 2) / (-c) = -T / (2 * c) := by
    rw [div_neg]
    ring
  -- between different halves the covariance factorises
  have f1 : ∫ t in (0 : ℝ)..(T / 2), ∫ u in (T / 2)..T, expCov c t u =
      ∫ t in (0 : ℝ)..(T / 2), ∫ u in (T / 2)..T,
        Real.exp ((t - T / 2) / c) * Real.exp ((u - T / 2) / (-c)) := by
    refine integral_congr fun t ht => ?_
    refine integral_congr fun u hu => ?_
    rw [Set.uIcc_of_le h0] at ht
    rw [Set.uIcc_of_le h1] at hu
    change Real.exp (-|t - u| / c) = Real.exp ((t - T / 2) / c) * Real.exp ((u - T / 2) / (-c))
    rw [abs_of_nonpos (by linarith [ht.2, hu.1]), div_neg, ← Real.exp_add]
    congr 1
    ring
  have f2 : ∫ t in (T / 2)..T, ∫ u in (0 : ℝ)..(T / 2), expCov c t u =
      ∫ t in (T / 2)..T, ∫ u in (0 : ℝ)..(T / 2),
        Real.exp ((t - T / 2) / (-c)) * Real.exp ((u - T / 2) / c) := by
    refine integral_congr fun t ht => ?_
    refine integral_congr fun u hu => ?_
    rw [Set.uIcc_of_le h1] at ht
    rw [Set.uIcc_of_le h0] at hu
    change Real.exp (-|t - u| / c) = Real.exp ((t - T / 2) / (-c)) * Real.exp ((u - T / 2) / c)
    rw [abs_of_nonneg (by linarith [ht.1, hu.2]), div_neg, ← Real.exp_add]
    congr 1
    ring
  rw [free_sub_echo hC hT, f1, f2]
  simp only [integral_const_mul, integral_mul_const, integral_exp_shift hc.ne',
    integral_exp_shift (neg_ne_zero.mpr hc.ne'), e1, e2, sub_self, zero_div, Real.exp_zero]
  ring

/-- For exponentially correlated noise with `c > 0` and `T > 0`, the echo exponent is strictly
smaller than the free exponent. -/
theorem echo_lt_free_exp {c T : ℝ} (hc : 0 < c) (hT : 0 < T) :
    dephasing (expCov c) (hahnEcho T) T < dephasing (expCov c) freeDecay T := by
  have hx : Real.exp (-T / (2 * c)) < 1 :=
    Real.exp_lt_one_iff.2 (div_neg_of_neg_of_pos (by linarith) (by linarith))
  have hy : 0 < 1 - Real.exp (-T / (2 * c)) := by linarith
  have hpos : 0 < 2 * c ^ 2 * (1 - Real.exp (-T / (2 * c))) ^ 2 := by positivity
  linarith [free_sub_echo_exp hc hT.le]

/-- The covariance `cos (t - u)` is positive semidefinite on every finite set of times. -/
theorem cosCov_posSemidef {n : ℕ} (x t : Fin n → ℝ) :
    0 ≤ ∑ i, ∑ j, x i * x j * cosCov (t i) (t j) := by
  have h : ∑ i, ∑ j, x i * x j * cosCov (t i) (t j) =
      (∑ i, x i * Real.cos (t i)) ^ 2 + (∑ i, x i * Real.sin (t i)) ^ 2 := by
    rw [sq, sq, Finset.sum_mul_sum, Finset.sum_mul_sum, ← Finset.sum_add_distrib]
    refine Finset.sum_congr rfl fun i _ => ?_
    rw [← Finset.sum_add_distrib]
    refine Finset.sum_congr rfl fun j _ => ?_
    rw [cosCov, Real.cos_sub]
    ring
  rw [h]
  positivity

/-- For the covariance `cos (t - u)` and total time `2π`, the free exponent is `0` and the echo
exponent is `8`. -/
theorem echo_can_increase_dephasing :
    dephasing cosCov freeDecay (2 * Real.pi) = 0 ∧
      dephasing cosCov (hahnEcho (2 * Real.pi)) (2 * Real.pi) = 8 := by
  have hin : ∀ t a b : ℝ, ∫ u in a..b, cosCov t u = Real.sin (t - a) - Real.sin (t - b) := by
    intro t a b
    simp only [cosCov]
    rw [integral_comp_sub_left Real.cos, integral_cos]
  have hfree : dephasing cosCov freeDecay (2 * Real.pi) = 0 := by
    simp only [dephasing, freeDecay, one_mul, hin, sub_zero, Real.sin_sub_two_pi, sub_self,
      intervalIntegral.integral_zero, zero_div]
  have hC : Continuous (Function.uncurry cosCov) := by
    change Continuous fun p : ℝ × ℝ => Real.cos (p.1 - p.2)
    fun_prop
  have h := free_sub_echo hC (T := 2 * Real.pi) (by positivity)
  have hp : 2 * Real.pi / 2 = Real.pi := by ring
  have a1 : ∀ t : ℝ, -Real.sin t - Real.sin t = (-2) * Real.sin t := fun t => by ring
  have a2 : ∀ t : ℝ, Real.sin t - -Real.sin t = 2 * Real.sin t := fun t => by ring
  -- the two halves are anticorrelated
  simp only [hp, hin, Real.sin_sub_pi, Real.sin_sub_two_pi, sub_zero, a1, a2,
    intervalIntegral.integral_const_mul, integral_sin, Real.cos_zero, Real.cos_pi,
    Real.cos_two_pi] at h
  exact ⟨hfree, by linarith⟩

end

end HahnEchoDephasing
```

```lean
#print axioms HahnEchoDephasing.free_sub_echo_exp
-- 'HahnEchoDephasing.free_sub_echo_exp' depends on axioms: [propext, Classical.choice, Quot.sound]
#print axioms HahnEchoDephasing.echo_lt_free_exp
-- 'HahnEchoDephasing.echo_lt_free_exp' depends on axioms: [propext, Classical.choice, Quot.sound]
#print axioms HahnEchoDephasing.cosCov_posSemidef
-- 'HahnEchoDephasing.cosCov_posSemidef' depends on axioms: [propext, Classical.choice, Quot.sound]
#print axioms HahnEchoDephasing.echo_can_increase_dephasing
-- 'HahnEchoDephasing.echo_can_increase_dephasing' depends on axioms: [propext, Classical.choice, Quot.sound]
```

### From the blocks to the Lean proof

`integral_hahnEcho_mul` handles a single time integral: the echo sign turns $\int_0^T f$ into the first-half integral minus the second-half integral. Its local statement `piece` treats a stretch on which the sign is constant. The intervals are open on the left and closed on the right, which matches the `t ≤ T / 2` in the definition, so the jump causes no trouble at the shared endpoint.

`free_sub_echo` applies this twice. Write $P(t)$ and $Q(t)$ for the integrals of $C(t,u)$ over $u$ in the first and second half. The inner integral is $P+Q$ for free decay (`hf`) and $s(t)\,(P-Q)$ for the echo (`he`). The local result `key` then carries out the outer integral:

$$\int_0^T(P+Q)\,dt-\int_0^T s\,(P-Q)\,dt=2\left(\int_0^h Q\,dt+\int_h^T P\,dt\right).$$

The factor $\tfrac12$ in the exponent removes the $2$, and what remains is $B_{12}+B_{21}$. Joint continuity of `C` ensures that $P$ and $Q$ are continuous, as `key` requires.

`integral_exp_shift` integrates $e^{(x-d)/k}$ from its antiderivative $k\,e^{(x-d)/k}$. It allows either sign of $k$, so one lemma serves both the rising factor, with $k=c$, and the falling factor, with $k=-c$.

In `free_sub_echo_exp`, the steps `f1` and `f2` resolve the absolute value on each cross block and factorise the exponential. The constants are then pulled out of the integrals, the lemma evaluates the factors, and `ring` collects the two equal squares. For `echo_lt_free_exp` it remains to see that $e^{-T/(2c)}<1$, which makes the difference strictly positive.

For the cosine, `cosCov_posSemidef` expands $\cos(t_i-t_j)$ with the addition formula and recognises the two squares. In `echo_can_increase_dephasing`, `hin` evaluates the inner integral as a difference of sines, and periodicity gives the free exponent $0$. The echo exponent isn't integrated directly: `free_sub_echo` at $T=2\pi$ supplies the difference $-8$, and `linarith` solves for the remaining term.
